# For a Debye density and relaxation rate wⁿ with n > 3, the thermal-grating decay integral scales as s^(1+3/n)

## One dimension, rate w²

Consider vibrational modes with frequencies w > 0, uniformly distributed in w. Each relaxes at rate w² and, at unit speed, has mean free path 1/w². A sinusoidal temperature profile of wavevector s loses its amplitude through all of them. Let a mode contribute its relaxation rate times x²/(1+x²), where x = s/w² is the mean free path measured against the grating. The contribution is then

w² · x²/(1+x²) = w² s²/(w⁴ + s²).

Call its integral over all frequencies I(s), and substitute w = √s · u:

I(s) = ∫₀^∞ (s u²) s²/(s² u⁴ + s²) · √s du = s^(3/2) ∫₀^∞ u²/(u⁴ + 1) du.

Ordinary diffusion would give s². Here the diffusive form s²/w² has a divergent integral at low frequencies, but it is cut off near w = √s, below which the modes are ballistic. The modes above √s contribute on the order of s²/√s = s^(3/2), and those below it on the order of (√s)³, which is the same power.

The remaining integral can be done by hand. The substitution u → 1/u turns it into ∫₀^∞ 1/(u⁴+1) du, so it equals half the sum of the two forms. With v = u − 1/u,

I(1) = ½ ∫₀^∞ (1 + 1/u²)/(u² + 1/u²) du = ½ ∫ dv/(v² + 2) = π/(2√2) ≈ 1.111,

where v runs over the whole real line. At s = 4 this gives I(4) = 8 · I(1) ≈ 8.89, whereas a diffusive law with the same value at s = 1 would give 16 · I(1).

## The spectrum in dimension d

Now let the density of modes be w^(d−1) and the relaxation rate wⁿ, with d and n positive real numbers. The contribution at frequency w is

f(s, w) = w^(d−1) · wⁿ · x²/(1+x²), x = s/wⁿ.

For x ≪ 1 the mode is diffusive and gives s²/wⁿ per unit density. For x ≫ 1 it is ballistic and gives only its own relaxation rate wⁿ, whatever the value of s. The formula is a postulate of the model: it interpolates between these limits and is not derived here from a transport equation. Multiplying numerator and denominator by w^(2n) gives

f(s, w) = w^(d−1+n) s²/(w^(2n) + s²).

## Convergence exactly when d < n

For 0 < w ≤ 1, the factor s²/(w^(2n)+s²) is at most 1, so f ≤ w^(d−1+n), whose integral over (0,1] is 1/(d+n).

For w > 1, the factor w^(2n)/(w^(2n)+s²) is at most 1, so f ≤ s² w^(d−1−n). If d < n, this bound has the finite integral s²/(n−d).

Conversely, w > 1 gives w^(2n) ≥ 1, hence w^(2n)/(w^(2n)+s²) ≥ 1/(1+s²) and

f(s, w) ≥ s²/(1+s²) · w^(d−1−n).

If f is integrable, so is w^(d−1−n) on (1,∞), and this forces d − 1 − n < −1, that is, d < n.

The borderline d = n = 3 shows the failure explicitly:

∫₀^W w⁵ s²/(w⁶ + s²) dw = (s²/6) ln(1 + W⁶/s²),

which grows without bound as W → ∞. Lean assigns the value 0 to such a divergent integral, so the claim of a positive prefactor would be false there.

## The power law and its exponent

Put w = s^(1/n) u. Then wⁿ = s uⁿ, so x = 1/uⁿ no longer depends on s, and

f(s, s^(1/n) u) = s^(1+(d−1)/n) f(1, u).

The differential dw = s^(1/n) du supplies another factor s^(1/n), and therefore

I(s) = s^(1+d/n) I(1).

Since f(1, u) > 0 for every u > 0, the prefactor I(1) is positive. From 0 < d < n it follows that 1 < 1 + d/n < 2. Dividing by s² gives

I(s)/s² = I(1) · (1/s)^(1−d/n),

which tends to infinity as s → 0 from above. For d = 3, where w^(d−1) = w² is the Debye density, the exponent is 1 + 3/n. Rayleigh scattering by point defects has n = 4 and gives 7/4.

## What the Lean statements say

`modeDecay d n s w` is f(s, w), and `decayRate d n s` is I(s), the integral over `Ioi 0`, the open half-line of positive frequencies. All four arguments are real numbers, so the dimension need not be an integer.

`integrableOn_modeDecay_iff` is the equivalence with d < n, for positive d, n and s. `levy_scaling` assumes 0 < d < n and s > 0 and collects integrability, the power law, positivity of I(1) and the bounds on the exponent. `debye_levy_exponent` states the same for d = 3 with the integrands written out, under the hypotheses n > 3 and s > 0. `effective_diffusivity_diverges` is the limit of I(s)/s²; the notation `𝓝[>] 0` means that s approaches zero through positive values.

The word Lévy refers to the exponent. A Fourier component that decays at a rate proportional to s^α with 1 < α < 2 behaves like that of a symmetric Lévy-stable distribution, but the file constructs no random process and no temperature field.

Units are scaled so that the speed and the scattering constant are one, and every mode carries the same heat capacity. The integral is not divided by the total heat capacity, which would be infinite for this unbounded spectrum. With a highest frequency W, as in a crystal, the substitution leaves the upper limit W/s^(1/n), so for d < n the power law becomes a small-s approximation. This also requires the rate wⁿ to hold down to zero frequency. If a second rate proportional to w^m with 0 < m < d is added, such as the w² often used for anharmonic scattering in three dimensions, it dominates at low frequencies. The integral of w^(d−1) divided by the total rate is then finite, and the decay returns to s² as s → 0.

For simulations of thermal gratings, the result means that in this single-power relaxation model no constant diffusivity describes the long-wavelength decay when d < n.

## The complete file

```lean
import Mathlib

open MeasureTheory Set Filter Topology

namespace QuasiBallisticLevy

noncomputable section

/-- Model contribution of frequency `w > 0` to the decay integral of a thermal grating of scaled
wavevector `s`: mode density `w^(d-1)` times relaxation rate `w^n` times `x^2/(1+x^2)`, where `x =
s/w^n`. -/
def modeDecay (d n s w : ℝ) : ℝ :=
  w ^ (d - 1) * (w ^ n * ((s / w ^ n) ^ 2 / (1 + (s / w ^ n) ^ 2)))

/-- Decay integral of the thermal grating: the mode contributions integrated over all positive
frequencies, without division by a heat capacity. -/
def decayRate (d n s : ℝ) : ℝ := ∫ w in Ioi (0 : ℝ), modeDecay d n s w

/-- The contribution of one frequency as a single fraction. -/
theorem modeDecay_eq {d n s w : ℝ} (hw : 0 < w) :
    modeDecay d n s w = w ^ (d - 1 + n) * s ^ 2 / (w ^ (2 * n) + s ^ 2) := by
  have hx : 0 < w ^ n := Real.rpow_pos_of_pos hw n
  have h2 : w ^ (2 * n) = (w ^ n) ^ 2 := by
    rw [mul_comm, Real.rpow_mul hw.le, Real.rpow_two]
  have key : 1 + (s / w ^ n) ^ 2 = ((w ^ n) ^ 2 + s ^ 2) / (w ^ n) ^ 2 := by
    rw [add_div, div_self (pow_ne_zero 2 hx.ne'), div_pow]
  rw [modeDecay, h2, Real.rpow_add hw, key, div_pow,
    div_div_div_cancel_right₀ (pow_ne_zero 2 hx.ne')]
  ring

/-- For `s > 0`, every frequency `w > 0` makes a positive contribution to the decay integral. -/
theorem modeDecay_pos {d n s w : ℝ} (hs : 0 < s) (hw : 0 < w) : 0 < modeDecay d n s w := by
  rw [modeDecay_eq hw]
  positivity

/-- Measuring frequency in units of `s^(1/n)` turns the mode contribution at wavevector `s` into the
mode contribution at wavevector one, up to a power of `s`. -/
theorem modeDecay_scaling {d n s w : ℝ} (hn : 0 < n) (hs : 0 < s) (hw : 0 < w) :
    modeDecay d n s (s ^ (1 / n) * w) = s ^ (1 + (d - 1) / n) * modeDecay d n 1 w := by
  have hb : 0 < s ^ (1 / n) := Real.rpow_pos_of_pos hs _
  have h1 : (s ^ (1 / n)) ^ n = s := by
    rw [← Real.rpow_mul hs.le, one_div_mul_cancel hn.ne', Real.rpow_one]
  have h2 : (s ^ (1 / n)) ^ (d - 1) = s ^ ((d - 1) / n) := by
    rw [← Real.rpow_mul hs.le]
    congr 1
    ring
  have h3 : s / (s * w ^ n) = 1 / w ^ n := by
    rw [← div_div, div_self hs.ne']
  rw [modeDecay, modeDecay, Real.mul_rpow hb.le hw.le, Real.mul_rpow hb.le hw.le, h1, h2, h3,
    Real.rpow_add hs, Real.rpow_one]
  ring

/-- For positive `d`, `n` and `s`, the mode contribution is integrable over all positive frequencies
exactly when the scattering exponent `n` exceeds the dimension `d`. -/
theorem integrableOn_modeDecay_iff {d n s : ℝ} (hd : 0 < d) (hn : 0 < n) (hs : 0 < s) :
    IntegrableOn (fun w => modeDecay d n s w) (Ioi 0) ↔ d < n := by
  have hm : Measurable (fun w => modeDecay d n s w) := by
    unfold modeDecay
    fun_prop
  have hsplit : ∀ w : ℝ, 0 < w → w ^ (d - 1 + n) = w ^ (d - 1 - n) * w ^ (2 * n) := by
    intro w hw
    rw [← Real.rpow_add hw]
    congr 1
    ring
  constructor
  · intro h
    -- above w = 1 the mode contribution dominates a multiple of w^(d-1-n)
    have h1 : IntegrableOn (fun w => (1 + s ^ 2) / s ^ 2 * modeDecay d n s w) (Ioi 1) :=
      (h.mono_set (Ioi_subset_Ioi zero_le_one)).const_mul _
    have h2 : IntegrableOn (fun w : ℝ => w ^ (d - 1 - n)) (Ioi 1) := by
      refine Integrable.mono' h1 (by fun_prop) ?_
      refine (ae_restrict_iff' measurableSet_Ioi).2 (ae_of_all _ fun w hw => ?_)
      have hw1 : 1 < w := hw
      have hw0 : 0 < w := by linarith
      have hA : 0 < w ^ (d - 1 - n) := Real.rpow_pos_of_pos hw0 _
      have hW : 1 ≤ w ^ (2 * n) := Real.one_le_rpow hw1.le (by linarith)
      have hden : 0 < w ^ (2 * n) + s ^ 2 := by positivity
      have e : (1 + s ^ 2) / s ^ 2 * modeDecay d n s w
          = (1 + s ^ 2) * w ^ (d - 1 - n) * w ^ (2 * n) / (w ^ (2 * n) + s ^ 2) := by
        rw [modeDecay_eq hw0, hsplit w hw0]
        field_simp
      rw [Real.norm_of_nonneg hA.le, e, le_div_iff₀ hden]
      nlinarith [mul_nonneg (mul_nonneg hA.le (sq_nonneg s)) (sub_nonneg.2 hW)]
    have h3 := (integrableOn_Ioi_rpow_iff one_pos).1 h2
    linarith
  · intro hdn
    rw [← Ioc_union_Ioi_eq_Ioi (zero_le_one' ℝ)]
    refine IntegrableOn.union ?_ ?_
    · -- low frequencies: bounded by w^(d-1+n)
      have hg : IntegrableOn (fun w : ℝ => w ^ (d - 1 + n)) (Ioc 0 1) :=
        (intervalIntegrable_iff_integrableOn_Ioc_of_le zero_le_one).1
          (intervalIntegral.intervalIntegrable_rpow' (by linarith))
      refine Integrable.mono' hg hm.aestronglyMeasurable ?_
      refine (ae_restrict_iff' measurableSet_Ioc).2 (ae_of_all _ fun w hw => ?_)
      have hw0 : 0 < w := hw.1
      have hA : 0 < w ^ (d - 1 + n) := Real.rpow_pos_of_pos hw0 _
      have hW : 0 < w ^ (2 * n) := Real.rpow_pos_of_pos hw0 _
      rw [Real.norm_of_nonneg (modeDecay_pos hs hw0).le, modeDecay_eq hw0,
        div_le_iff₀ (by positivity)]
      nlinarith [mul_pos hA hW]
    · -- high frequencies: bounded by s^2 w^(d-1-n)
      have hg : IntegrableOn (fun w : ℝ => s ^ 2 * w ^ (d - 1 - n)) (Ioi 1) :=
        (integrableOn_Ioi_rpow_of_lt (by linarith) one_pos).const_mul _
      refine Integrable.mono' hg hm.aestronglyMeasurable ?_
      refine (ae_restrict_iff' measurableSet_Ioi).2 (ae_of_all _ fun w hw => ?_)
      have hw0 : 0 < w := lt_trans one_pos hw
      have hA : 0 < w ^ (d - 1 - n) := Real.rpow_pos_of_pos hw0 _
      have hW : 0 < w ^ (2 * n) := Real.rpow_pos_of_pos hw0 _
      rw [Real.norm_of_nonneg (modeDecay_pos hs hw0).le, modeDecay_eq hw0, hsplit w hw0,
        div_le_iff₀ (by positivity)]
      have hpos : 0 < s ^ 2 * w ^ (d - 1 - n) * s ^ 2 := by positivity
      nlinarith [hpos]

/-- For `0 < d < n` and `s > 0` the mode contribution is integrable over all positive frequencies
and the decay integral is a positive constant times `s^(1+d/n)`, with an exponent strictly between
one and two. -/
theorem levy_scaling {d n s : ℝ} (hd : 0 < d) (hdn : d < n) (hs : 0 < s) :
    IntegrableOn (fun w => modeDecay d n s w) (Ioi 0) ∧
      decayRate d n s = s ^ (1 + d / n) * decayRate d n 1 ∧
      0 < decayRate d n 1 ∧ 1 < 1 + d / n ∧ 1 + d / n < 2 := by
  have hn : 0 < n := hd.trans hdn
  have hq : 0 < d / n := div_pos hd hn
  have hq1 : d / n < 1 := (div_lt_one hn).2 hdn
  refine ⟨(integrableOn_modeDecay_iff hd hn hs).2 hdn, ?_, ?_, by linarith, by linarith⟩
  · -- change of variables w = s^(1/n) u
    have hb : 0 < s ^ (1 / n) := Real.rpow_pos_of_pos hs _
    have h := integral_comp_mul_left_Ioi (fun w => modeDecay d n s w) 0 hb
    have h2 : ∫ w in Ioi (0 : ℝ), modeDecay d n s (s ^ (1 / n) * w)
        = s ^ (1 + (d - 1) / n) * decayRate d n 1 := by
      rw [decayRate, ← integral_const_mul]
      exact setIntegral_congr_fun measurableSet_Ioi (fun w hw => modeDecay_scaling hn hs hw)
    rw [mul_zero, smul_eq_mul, h2] at h
    have h3 : s ^ (1 + d / n) = s ^ (1 / n) * s ^ (1 + (d - 1) / n) := by
      rw [← Real.rpow_add hs]
      congr 1
      ring
    rw [h3, mul_assoc, h, mul_inv_cancel_left₀ hb.ne']
    rfl
  · have hint := (integrableOn_modeDecay_iff hd hn one_pos).2 hdn
    have h0 : 0 ≤ᵐ[volume.restrict (Ioi 0)] (fun w => modeDecay d n 1 w) :=
      (ae_restrict_iff' measurableSet_Ioi).2
        (ae_of_all _ fun w hw => (modeDecay_pos one_pos hw).le)
    have hsupp : Function.support (fun w => modeDecay d n 1 w) ∩ Ioi 0 = Ioi 0 :=
      inter_eq_right.2 fun w hw => (modeDecay_pos one_pos hw).ne'
    refine (setIntegral_pos_iff_support_of_nonneg_ae h0 hint).2 ?_
    rw [hsupp, Real.volume_Ioi]
    simp

/-- Three-dimensional Debye density with relaxation rate `w^n`, `n > 3`: the decay integral
converges and scales with the Lévy exponent `1 + 3/n`, which lies between one and two. -/
theorem debye_levy_exponent {n s : ℝ} (hn : 3 < n) (hs : 0 < s) :
    IntegrableOn (fun w : ℝ => w ^ (2 + n) * s ^ 2 / (w ^ (2 * n) + s ^ 2)) (Ioi 0) ∧
      ∫ w in Ioi (0 : ℝ), w ^ (2 + n) * s ^ 2 / (w ^ (2 * n) + s ^ 2)
        = s ^ (1 + 3 / n) * ∫ w in Ioi (0 : ℝ), w ^ (2 + n) / (w ^ (2 * n) + 1) ∧
      0 < ∫ w in Ioi (0 : ℝ), w ^ (2 + n) / (w ^ (2 * n) + 1) ∧
      1 < 1 + 3 / n ∧ 1 + 3 / n < 2 := by
  have e : (3 : ℝ) - 1 = 2 := by norm_num
  have hS : EqOn (fun w => modeDecay 3 n s w)
      (fun w : ℝ => w ^ (2 + n) * s ^ 2 / (w ^ (2 * n) + s ^ 2)) (Ioi 0) := by
    intro w hw
    simp only [modeDecay_eq (mem_Ioi.1 hw), e]
  have h1 : EqOn (fun w => modeDecay 3 n 1 w)
      (fun w : ℝ => w ^ (2 + n) / (w ^ (2 * n) + 1)) (Ioi 0) := by
    intro w hw
    simp only [modeDecay_eq (mem_Ioi.1 hw), e, one_pow, mul_one]
  obtain ⟨hi, hsc, hpos, hl, hu⟩ := levy_scaling three_pos hn hs
  rw [decayRate, decayRate, setIntegral_congr_fun measurableSet_Ioi hS,
    setIntegral_congr_fun measurableSet_Ioi h1] at hsc
  rw [decayRate, setIntegral_congr_fun measurableSet_Ioi h1] at hpos
  exact ⟨hi.congr_fun hS measurableSet_Ioi, hsc, hpos, hl, hu⟩

/-- For `0 < d < n` the decay integral divided by the squared wavevector diverges in the
long-wavelength limit. -/
theorem effective_diffusivity_diverges {d n : ℝ} (hd : 0 < d) (hdn : d < n) :
    Tendsto (fun s => decayRate d n s / s ^ 2) (𝓝[>] 0) atTop := by
  have hq : 0 < 1 - d / n := sub_pos.2 ((div_lt_one (hd.trans hdn)).2 hdn)
  have hpos : 0 < decayRate d n 1 := (levy_scaling hd hdn one_pos).2.2.1
  have h : Tendsto (fun s : ℝ => decayRate d n 1 * (s⁻¹) ^ (1 - d / n)) (𝓝[>] 0) atTop :=
    ((tendsto_rpow_atTop hq).comp tendsto_inv_nhdsGT_zero).const_mul_atTop hpos
  refine h.congr' ?_
  filter_upwards [self_mem_nhdsWithin] with s hs
  have hs0 : 0 < s := hs
  have hp : (s⁻¹) ^ (1 - d / n) = s ^ (1 + d / n) / s ^ 2 := by
    rw [Real.inv_rpow hs0.le, ← Real.rpow_neg hs0.le, ← Real.rpow_two, ← Real.rpow_sub hs0]
    congr 1
    ring
  rw [(levy_scaling hd hdn hs0).2.1, hp]
  ring

end

end QuasiBallisticLevy
```

```lean
#print axioms QuasiBallisticLevy.debye_levy_exponent
#print axioms QuasiBallisticLevy.effective_diffusivity_diverges
```

```
'QuasiBallisticLevy.debye_levy_exponent' depends on axioms: [propext, Classical.choice, Quot.sound]
'QuasiBallisticLevy.effective_diffusivity_diverges' depends on axioms: [propext, Classical.choice, Quot.sound]
```

## How the proof follows the derivation

`modeDecay_eq` produces the single fraction. It rewrites w^(2n) as (wⁿ)², puts 1 + x² over a common denominator and cancels. `modeDecay_pos` reads positivity off that fraction.

`modeDecay_scaling` works from the original definition instead, where the mechanism is visible: its step `h3` is the cancellation s/(s wⁿ) = 1/wⁿ, the statement that x loses its dependence on s. The variable called u above is `w` in this lemma.

In `integrableOn_modeDecay_iff`, the direction from integrability to d < n multiplies f by (1+s²)/s² and shows that the result dominates w^(d−1−n) above w = 1. Mathlib's criterion for powers, `integrableOn_Ioi_rpow_iff`, then yields the inequality. The other direction splits the half-line at 1 and applies `Integrable.mono'` with the two upper bounds derived above. After the denominators are cleared, `nlinarith` settles the remaining polynomial inequalities.

`levy_scaling` obtains the factor from dw through `integral_comp_mul_left_Ioi`, and `h3` adds the exponents 1/n and 1 + (d−1)/n. For the prefactor, the integrand is nonnegative and its support covers the whole half-line, which has positive measure; for an integrable function this makes the integral positive. No value of I(1) is computed.

`debye_levy_exponent` sets d = 3 and replaces `modeDecay` by its explicit fraction on positive frequencies, where the two agree. `effective_diffusivity_diverges` starts from the known divergence of a positive power of 1/s, multiplies by the positive constant I(1), and identifies the product with I(s)/s² by the scaling law.
